# Overlap of two equal-exponent Gaussian p shells: σ changes sign at $a|R|^2=1$ and is lowest at $3$, while π stays positive

Two atoms each carry a normalised p orbital of the same radial form. Both orbitals point along the line that joins the atoms, in the same direction. If the atoms coincide, the orbitals are identical and their overlap is 1. If the atoms are pulled apart, the positive lobe of one comes to face the negative lobe of the other, and the overlap turns negative before it dies away. At what distance does it vanish, and where is it most negative? For Gaussian orbitals with a common exponent $a>0$, both answers follow from the overlap matrix

$$S(R)=e^{-a|R|^2/2}\,(I-a\,RR^{T}),$$

where $R\in\mathbb R^3$ is the displacement, $|R|^2=R\cdot R$, and $I$ is the $3\times3$ identity.

## One exponent for both shells

The orbitals are $\phi_i(r)=N r_i e^{-a|r|^2}$ with $N^2=4a(2a/\pi)^{3/2}$, and the matrix entries are $S_{ij}=\int\phi_i(r)\,\phi_j(r-R)\,d^3r$. That both shells have the same exponent is built into the definition of `overlap`, which has a single argument `a`. Physically, the two shells are equally diffuse. By hand, this puts the centre of the product Gaussian at the midpoint between the atoms. With unequal exponents the centre moves towards the tighter shell, and the integral has to be worked out afresh.

```lean
import Mathlib

open MeasureTheory Matrix

namespace DisplacedPShells

noncomputable section

/-- Normalisation constant of a Cartesian p Gaussian with exponent `a > 0`. -/
def pNorm (a : ℝ) : ℝ := √(4 * a * √(2 * a / Real.pi) ^ 3)

/-- The p orbital `N x_i exp(-a r²)` centred at the origin, for an exponent `a > 0`. -/
def pGauss (a : ℝ) (i : Fin 3) (r : Fin 3 → ℝ) : ℝ :=
  pNorm a * (r i * Real.exp (-a * (r ⬝ᵥ r)))

/-- The matrix of overlap integrals between two p shells of the same exponent `a > 0`, one at the
origin and one at `R`. -/
def overlap (a : ℝ) (R : Fin 3 → ℝ) : Matrix (Fin 3) (Fin 3) ℝ :=
  Matrix.of fun i j => ∫ r : Fin 3 → ℝ, pGauss a i r * pGauss a j (r - R)

/-- The function `exp(-x/2) (1 - x)` of the reduced squared distance `x`. -/
def sigmaOverlap (x : ℝ) : ℝ := Real.exp (-x / 2) * (1 - x)
```

A point of space is a function `Fin 3 → ℝ`, and `R ⬝ᵥ R` is the Euclidean $|R|^2$. The entries of `overlap` are Lebesgue integrals over all of space. The orbitals are real, so no complex conjugate appears, and both shells use the same Cartesian axes; reversing the axis on one atom would reverse the sign of the σ overlap. The function `sigmaOverlap` is $\sigma(x)=e^{-x/2}(1-x)$, to be evaluated at the dimensionless $x=a|R|^2$.

In electronic structure, $S(R)$ is the p–p block of the overlap matrix for two uncontracted Gaussian shells of equal exponent, and can serve as a reference value for an integral routine in that case.

## A positive exponent

The condition $a>0$ says that the orbital decays. By hand it is used first on the line. For $b>0$,

$$\frac{d}{du}\left[\left(-\frac{c_1}{2b}-\frac{c_2}{2b}u\right)e^{-bu^2}\right]=\left(c_1u+c_2u^2-\frac{c_2}{2b}\right)e^{-bu^2}.$$

The bracket vanishes at both ends, so the right side integrates to zero. What remains is

$$\int(c_0+c_1u+c_2u^2)e^{-bu^2}du=\left(c_0+\frac{c_2}{2b}\right)\sqrt{\pi/b}.$$

In the proof, `hb` supplies the integrability of the Gaussian and its first two moments. `hd` is the derivative above, and `hI` says that its integral is zero.

```lean
/-- The integral over the line of a quadratic polynomial times a Gaussian of exponent `b > 0`. -/
theorem gaussian_quadratic {b : ℝ} (hb : 0 < b) (c₀ c₁ c₂ : ℝ) :
    ∫ u : ℝ, (c₀ + c₁ * u + c₂ * u ^ 2) * Real.exp (-b * u ^ 2) =
      (c₀ + c₂ / (2 * b)) * √(Real.pi / b) := by
  have i0 := integrable_exp_neg_mul_sq hb
  have i1 := integrable_mul_exp_neg_mul_sq hb
  have i2 : Integrable fun u : ℝ => u ^ 2 * Real.exp (-b * u ^ 2) := by
    simpa only [Real.rpow_two] using
      integrable_rpow_mul_exp_neg_mul_sq hb (s := 2) (by norm_num)
  have e1 : c₁ / (2 * b) * (2 * b) = c₁ := by field_simp
  have e2 : c₂ / (2 * b) * (2 * b) = c₂ := by field_simp
  -- the linear and quadratic terms are a total derivative plus a multiple of the Gaussian
  have hd : ∀ u : ℝ, HasDerivAt
      (fun u : ℝ => (-(c₁ / (2 * b)) - c₂ / (2 * b) * u) * Real.exp (-b * u ^ 2))
      ((c₁ * u + c₂ * u ^ 2 - c₂ / (2 * b)) * Real.exp (-b * u ^ 2)) u := by
    intro u
    have h1 : HasDerivAt (fun u : ℝ => Real.exp (-b * u ^ 2))
        (Real.exp (-b * u ^ 2) * (-b * (2 * u))) u :=
      (((hasDerivAt_pow 2 u).const_mul (-b)).exp).congr_deriv (by norm_num)
    have h2 : HasDerivAt (fun u : ℝ => -(c₁ / (2 * b)) - c₂ / (2 * b) * u)
        (-(c₂ / (2 * b))) u :=
      (((hasDerivAt_id' u).const_mul (c₂ / (2 * b))).const_sub
        (-(c₁ / (2 * b)))).congr_deriv (by ring)
    refine (h2.fun_mul h1).congr_deriv ?_
    linear_combination Real.exp (-b * u ^ 2) * u * e1 + Real.exp (-b * u ^ 2) * u ^ 2 * e2
  have hF : Integrable fun u : ℝ =>
      (-(c₁ / (2 * b)) - c₂ / (2 * b) * u) * Real.exp (-b * u ^ 2) := by
    refine ((i0.const_mul (-(c₁ / (2 * b)))).sub (i1.const_mul (c₂ / (2 * b)))).congr
      (Filter.Eventually.of_forall fun u => ?_)
    simp only [Pi.sub_apply]
    ring
  have hF' : Integrable fun u : ℝ =>
      (c₁ * u + c₂ * u ^ 2 - c₂ / (2 * b)) * Real.exp (-b * u ^ 2) := by
    refine (((i1.const_mul c₁).add (i2.const_mul c₂)).sub
      (i0.const_mul (c₂ / (2 * b)))).congr (Filter.Eventually.of_forall fun u => ?_)
    simp only [Pi.sub_apply, Pi.add_apply]
    ring
  have hI := integral_eq_zero_of_hasDerivAt_of_integrable hd hF' hF
  have hs : (fun u : ℝ => (c₀ + c₁ * u + c₂ * u ^ 2) * Real.exp (-b * u ^ 2)) =
      fun u : ℝ => (c₁ * u + c₂ * u ^ 2 - c₂ / (2 * b)) * Real.exp (-b * u ^ 2) +
        (c₀ + c₂ / (2 * b)) * Real.exp (-b * u ^ 2) := by
    funext u
    ring
  rw [hs, integral_add hF' (i0.const_mul _), hI, integral_const_mul, integral_gaussian, zero_add]
```

Now let two Gaussians on the line be centred at $0$ and at $s$, where $s$ may have either sign, with linear prefactors $p_0+p_1t$ and $q_0+q_1(t-s)$. Put $t=u+s/2$. Then $t^2+(t-s)^2=2u^2+s^2/2$, and the prefactors become $(p_0+p_1s/2)+p_1u$ and $(q_0-q_1s/2)+q_1u$. The previous formula with $b=2a$ gives

$$e^{-as^2/2}\sqrt{\frac{\pi}{2a}}\left[\left(p_0+\frac{p_1s}{2}\right)\left(q_0-\frac{q_1s}{2}\right)+\frac{p_1q_1}{4a}\right].$$

The Lean proof makes the same shift by translation invariance of the integral, and `h` rewrites the integrand.

```lean
/-- The overlap on a line of two Gaussians of exponent `a > 0`, centred at 0 and `s`, each
multiplied by a linear polynomial about its own centre. -/
theorem displaced_line {a : ℝ} (ha : 0 < a) (s p₀ p₁ q₀ q₁ : ℝ) :
    ∫ t : ℝ, (p₀ + p₁ * t) * (q₀ + q₁ * (t - s)) *
        (Real.exp (-a * t ^ 2) * Real.exp (-a * (t - s) ^ 2)) =
      Real.exp (-a * s ^ 2 / 2) * √(Real.pi / (2 * a)) *
        ((p₀ + p₁ * s / 2) * (q₀ - q₁ * s / 2) + p₁ * q₁ / (4 * a)) := by
  -- move the origin to the midpoint of the two centres
  rw [← integral_add_right_eq_self (μ := volume) _ (s / 2)]
  have h : ∀ u : ℝ, (p₀ + p₁ * (u + s / 2)) * (q₀ + q₁ * (u + s / 2 - s)) *
      (Real.exp (-a * (u + s / 2) ^ 2) * Real.exp (-a * (u + s / 2 - s) ^ 2)) =
      Real.exp (-a * s ^ 2 / 2) * (((p₀ + p₁ * s / 2) * (q₀ - q₁ * s / 2) +
        ((p₀ + p₁ * s / 2) * q₁ + p₁ * (q₀ - q₁ * s / 2)) * u + p₁ * q₁ * u ^ 2) *
        Real.exp (-(2 * a) * u ^ 2)) := by
    intro u
    have e : Real.exp (-a * (u + s / 2) ^ 2) * Real.exp (-a * (u + s / 2 - s) ^ 2) =
        Real.exp (-a * s ^ 2 / 2) * Real.exp (-(2 * a) * u ^ 2) := by
      rw [← Real.exp_add, ← Real.exp_add]
      congr 1
      ring
    rw [e]
    ring
  simp only [h]
  rw [integral_const_mul, gaussian_quadratic (by positivity)]
  ring
```

In three dimensions the integrand factorises over the coordinates $k$. Each coordinate contributes $e^{-aR_k^2/2}\sqrt{\pi/2a}$ times a bracket:

- If $i=j$, coordinate $i$ has the bracket $\frac1{4a}-\frac{R_i^2}{4}$ and the other two have 1.
- If $i\neq j$, coordinate $i$ has $\frac{R_i}{2}$, coordinate $j$ has $-\frac{R_j}{2}$, and the third has 1.

In both cases the brackets multiply to $(\delta_{ij}-aR_iR_j)/(4a)$. Since $N^2(\pi/2a)^{3/2}=4a$, the prefactors cancel and the matrix formula follows.

The proof treats all entries at once with the Kronecker symbol `d i k`: the factor $1-d_{ik}+d_{ik}r_k$ is $r_k$ when $k=i$ and 1 otherwise. `factor` writes the integrand as a product, `hint` turns its integral into a product of line integrals, `hP` multiplies the brackets, and `hN` is the normalisation identity.

```lean
/-- For `a > 0`, the overlap matrix of two p shells displaced by `R` is
`exp(-a|R|²/2) (I - a R Rᵀ)`. -/
theorem overlap_eq {a : ℝ} (ha : 0 < a) (R : Fin 3 → ℝ) :
    overlap a R = Real.exp (-(a * (R ⬝ᵥ R)) / 2) • (1 - a • vecMulVec R R) := by
  obtain ⟨d, hd⟩ : ∃ d : Fin 3 → Fin 3 → ℝ, ∀ i k, d i k = if k = i then 1 else 0 :=
    ⟨fun i k => if k = i then 1 else 0, fun _ _ => rfl⟩
  have hl : ∀ (i : Fin 3) (v : Fin 3 → ℝ), ∏ k, (1 - d i k + d i k * v k) = v i := by
    intro i v
    fin_cases i <;> simp [hd, Fin.prod_univ_three]
  have hr : ∀ v : Fin 3 → ℝ, Real.exp (-a * (v ⬝ᵥ v)) = ∏ k, Real.exp (-a * v k ^ 2) := by
    intro v
    rw [← Real.exp_sum]
    congr 1
    simp only [dotProduct, Fin.sum_univ_three]
    ring
  have hE : ∏ k, Real.exp (-a * R k ^ 2 / 2) = Real.exp (-(a * (R ⬝ᵥ R)) / 2) := by
    rw [← Real.exp_sum]
    congr 1
    simp only [dotProduct, Fin.sum_univ_three]
    ring
  have hP : ∀ i j : Fin 3, ∏ k, ((1 - d i k + d i k * R k / 2) *
      (1 - d j k - d j k * R k / 2) + d i k * d j k / (4 * a)) =
      ((if i = j then (1 : ℝ) else 0) - a * (R i * R j)) * (4 * a)⁻¹ := by
    intro i j
    fin_cases i <;> fin_cases j <;> simp [hd, Fin.prod_univ_three] <;> field_simp <;> ring
  have hN : pNorm a ^ 2 * √(Real.pi / (2 * a)) ^ 3 = 4 * a := by
    have hq : √(2 * a / Real.pi) * √(Real.pi / (2 * a)) = 1 := by
      rw [← Real.sqrt_mul (by positivity)]
      have h1 : 2 * a / Real.pi * (Real.pi / (2 * a)) = 1 := by field_simp
      rw [h1, Real.sqrt_one]
    rw [pNorm, Real.sq_sqrt (by positivity), mul_assoc, ← mul_pow, hq]
    ring
  have hk : 4 * a * (4 * a)⁻¹ = 1 := mul_inv_cancel₀ (by positivity)
  ext i j
  change ∫ r : Fin 3 → ℝ, pGauss a i r * pGauss a j (r - R) = _
  -- the integrand is a product of functions of one coordinate each
  have factor : ∀ r : Fin 3 → ℝ, pGauss a i r * pGauss a j (r - R) =
      pNorm a ^ 2 * ∏ k, ((1 - d i k + d i k * r k) * (1 - d j k + d j k * (r k - R k)) *
        (Real.exp (-a * r k ^ 2) * Real.exp (-a * (r k - R k) ^ 2))) := by
    intro r
    have hj := hl j (r - R)
    simp only [Pi.sub_apply] at hj
    simp only [pGauss, hr, Finset.prod_mul_distrib, Pi.sub_apply]
    rw [hl i r, hj]
    ring
  have hint := integral_fintype_prod_volume_eq_prod (E := fun _ : Fin 3 => ℝ)
    (f := fun (k : Fin 3) (t : ℝ) =>
      (1 - d i k + d i k * t) * (1 - d j k + d j k * (t - R k)) *
        (Real.exp (-a * t ^ 2) * Real.exp (-a * (t - R k) ^ 2)))
  simp only [factor]
  rw [integral_const_mul, hint]
  simp only [displaced_line ha]
  rw [Finset.prod_mul_distrib, Finset.prod_mul_distrib, hE, hP, Finset.prod_const]
  simp only [Finset.card_univ, Fintype.card_fin, Matrix.smul_apply, Matrix.sub_apply,
    Matrix.one_apply, vecMulVec_apply, smul_eq_mul]
  linear_combination Real.exp (-(a * (R ⬝ᵥ R)) / 2) *
    ((if i = j then (1 : ℝ) else 0) - a * (R i * R j)) * ((4 * a)⁻¹ * hN + hk)
```

Without $a>0$ there is no normalisable orbital. In Lean the square root of a negative number is 0, so `pNorm a` vanishes for every $a\le0$; the integrated matrix is then zero and the formula fails.

## Any displacement, including none

The matrix formula puts no condition on $R$. At $R=0$ it reads $S=I$, and the diagonal entries say that each orbital is normalised. The proof of the next theorem is this specialisation.

```lean
/-- Each p orbital with exponent `a > 0` is normalised. -/
theorem pGauss_normalised {a : ℝ} (ha : 0 < a) (i : Fin 3) :
    ∫ r : Fin 3 → ℝ, pGauss a i r ^ 2 = 1 := by
  have h := congrFun (congrFun (overlap_eq ha 0) i) i
  simpa [overlap, vecMulVec_apply, ← pow_two] using h
```

Acting on $R$ itself, the matrix gives

$$S R=e^{-x/2}(R-a(R\cdot R)R)=(1-x)e^{-x/2}R=\sigma(x)R,\qquad x=a|R|^2.$$

For $R\neq0$ this makes $\sigma(x)$ an eigenvalue. With the unit vector $n=R/|R|$, the overlap of the two normalised orbitals pointing along $n$ is $n\cdot Sn=\sigma(x)$. At $R=0$ the equation is still true but only says $0=0$; there is then no bond axis, and every direction has overlap 1. The Lean proof inserts the matrix formula and compares the three components.

```lean
/-- For `a > 0`, the overlap matrix multiplies the displacement `R` by the sigma overlap
at `x = a|R|²`. -/
theorem overlap_sigma {a : ℝ} (ha : 0 < a) (R : Fin 3 → ℝ) :
    overlap a R *ᵥ R = sigmaOverlap (a * (R ⬝ᵥ R)) • R := by
  rw [overlap_eq ha, sigmaOverlap]
  generalize Real.exp (-(a * (R ⬝ᵥ R)) / 2) = e
  ext i
  fin_cases i <;>
    simp [mulVec, dotProduct, Fin.sum_univ_three, Matrix.one_apply, vecMulVec_apply] <;> ring
```

## A nonzero vector orthogonal to the bond

A nonzero vector $v$ with $R\cdot v=0$ gives the direction of a p orbital perpendicular to the displacement, which is a π orbital when $R\neq0$. By hand,

$$S v=e^{-x/2}\bigl(v-a(R\cdot v)R\bigr)=e^{-x/2}v,\qquad v\cdot Sv=e^{-x/2}\,v\cdot v.$$

For a unit vector $v$ the overlap is therefore $e^{-x/2}$, which is positive at every distance.

The two hypotheses do different work. Orthogonality, `h`, removes the term along $R$. If $R\cdot v\neq0$, that term survives and the first equation fails; positivity can fail too, as it does for $v=R$ with $a|R|^2\ge1$. The condition `hv`, that $v\neq0$, is used only for the strict inequality, since the zero vector has quadratic form 0. In the proof, `key` is the first equation, with `hi` displaying the term that `h` removes, and `h0` and `h1` together give $v\cdot v>0$.

```lean
/-- For `a > 0`, the overlap matrix multiplies a nonzero vector `v` orthogonal to `R` by
`exp(-a|R|²/2)`, and its quadratic form at `v` is positive. -/
theorem overlap_pi {a : ℝ} (ha : 0 < a) (R v : Fin 3 → ℝ) (hv : v ≠ 0) (h : R ⬝ᵥ v = 0) :
    overlap a R *ᵥ v = Real.exp (-(a * (R ⬝ᵥ R)) / 2) • v ∧
      0 < v ⬝ᵥ (overlap a R *ᵥ v) := by
  have key : overlap a R *ᵥ v = Real.exp (-(a * (R ⬝ᵥ R)) / 2) • v := by
    rw [overlap_eq ha]
    generalize Real.exp (-(a * (R ⬝ᵥ R)) / 2) = e
    simp only [dotProduct, Fin.sum_univ_three] at h
    ext i
    have hi : ((e • (1 - a • vecMulVec R R)) *ᵥ v) i =
        e * v i - e * a * R i * (R 0 * v 0 + R 1 * v 1 + R 2 * v 2) := by
      fin_cases i <;>
        simp [mulVec, dotProduct, Fin.sum_univ_three, Matrix.one_apply, vecMulVec_apply] <;>
        ring
    rw [hi, h, Pi.smul_apply, smul_eq_mul]
    ring
  refine ⟨key, ?_⟩
  rw [key, dotProduct_smul, smul_eq_mul]
  have h0 : 0 ≤ v ⬝ᵥ v := Finset.sum_nonneg fun k _ => mul_self_nonneg (v k)
  have h1 : v ⬝ᵥ v ≠ 0 := fun hz => hv (dotProduct_self_eq_zero.1 hz)
  exact mul_pos (Real.exp_pos _) (lt_of_le_of_ne h0 h1.symm)
```

## Any $x$ for the sign, any $x\neq3$ for the minimum

The sign of $\sigma(x)$ needs no hypothesis: $e^{-x/2}$ is positive, so $\sigma(x)$ has the sign of $1-x$. The σ overlap is positive for $a|R|^2<1$, zero at $|R|=1/\sqrt a$, and negative beyond. The theorem is stated for every real $x$, although only $x\ge0$ occurs as $a|R|^2$. Its proof applies the sign rules for a product with one positive factor.

```lean
/-- The sigma overlap is positive, zero or negative exactly when `x` is below, at or above 1. -/
theorem sigmaOverlap_sign (x : ℝ) :
    (0 < sigmaOverlap x ↔ x < 1) ∧ (sigmaOverlap x = 0 ↔ x = 1) ∧
      (sigmaOverlap x < 0 ↔ 1 < x) := by
  have hE := Real.exp_pos (-x / 2)
  unfold sigmaOverlap
  refine ⟨(mul_pos_iff_of_pos_left hE).trans sub_pos, ⟨fun h => ?_, fun h => ?_⟩,
    ⟨fun h => ?_, fun h => mul_neg_of_pos_of_neg hE (by linarith)⟩⟩
  · rcases mul_eq_zero.1 h with h | h
    · exact absurd h hE.ne'
    · linarith
  · rw [h, sub_self, mul_zero]
  · by_contra hx
    have := mul_nonneg hE.le (sub_nonneg.2 (not_lt.1 hx))
    linarith
```

For the minimum, use $y+1<e^y$, valid for $y\neq0$, at $y=(x-3)/2$:

$$\frac{x-1}{2}<e^{(x-3)/2}.$$

Multiplying by $2e^{-x/2}$ gives $(x-1)e^{-x/2}<2e^{-3/2}$, and changing signs gives

$$\sigma(x)>-2e^{-3/2}=\sigma(3).$$

The σ overlap is thus most negative at $|R|=\sqrt{3/a}$, where it is about $-0.446$, and at no other distance.

The hypothesis `hx`, that $x\neq3$, means that the separation being compared is not the minimising one. It enters exactly where $y\neq0$ is required; at $x=3$ the strict inequality would compare $\sigma(3)$ with itself. In Lean, `h` is the exponential inequality, `m` multiplies it by $e^{-x/2}$, and `e` combines the two exponentials into $e^{-3/2}$.

```lean
/-- The sigma overlap at `x = 3` is strictly lower than at any other real `x`. -/
theorem sigmaOverlap_min {x : ℝ} (hx : x ≠ 3) : sigmaOverlap 3 < sigmaOverlap x := by
  -- away from 0, the exponential lies strictly above its tangent at 0
  have h := Real.add_one_lt_exp (x := (x - 3) / 2) (fun h0 => hx (by linarith))
  have m := mul_lt_mul_of_pos_left h (Real.exp_pos (-x / 2))
  have e : Real.exp (-x / 2) * Real.exp ((x - 3) / 2) = Real.exp (-3 / 2) := by
    rw [← Real.exp_add]
    congr 1
    ring
  rw [e] at m
  unfold sigmaOverlap
  nlinarith [m]

end

end DisplacedPShells
```

```lean
#print axioms DisplacedPShells.pGauss_normalised
#print axioms DisplacedPShells.overlap_pi
#print axioms DisplacedPShells.sigmaOverlap_sign
#print axioms DisplacedPShells.sigmaOverlap_min
```

```
'DisplacedPShells.pGauss_normalised' depends on axioms: [propext, Classical.choice, Quot.sound]
'DisplacedPShells.overlap_pi' depends on axioms: [propext, Classical.choice, Quot.sound]
'DisplacedPShells.sigmaOverlap_sign' depends on axioms: [propext, Classical.choice, Quot.sound]
'DisplacedPShells.sigmaOverlap_min' depends on axioms: [propext, Classical.choice, Quot.sound]
```
